# For 0 < x < 2π, the N-harmonic sawtooth series differs from (π − x)/2 by at most 2/((2N+1) sin(x/2))

A potential with a jump, expanded in finitely many plane waves, shows ripples across the whole cell, not only at the jump. Without an error bound that depends on position, the cutoff alone doesn't say how far from the jump the truncated values can be trusted. Adding up the sizes of the omitted coefficients doesn't help for a sawtooth: they fall as 1/n, and their sum diverges. The bound has to use the cancellation between harmonics.

The case treated is the one-dimensional sawtooth with a sharp cutoff. Such a potential can represent a uniform field in a periodic cell of length L, with x = 2πz/L at height z. The coefficients are the exact ones; applying the bound to coefficients computed from grid samples needs a separate estimate of the aliasing error.

```lean
import Mathlib

open Real

namespace SawtoothRipples

noncomputable section
```

## The truncated series and its ripple

Let N be the number of harmonics kept. Lean's index n starts at 0, so term n is harmonic n + 1:

S_N(x) = Σ_{n=0}^{N−1} sin((n+1)x)/(n+1).

```lean
/-- The sawtooth Fourier series truncated after `N` harmonics: the sum of `sin (n x) / n`
over `n = 1, ..., N`. -/
def sawtoothSum (N : ℕ) (x : ℝ) : ℝ :=
  ∑ n ∈ Finset.range N, sin (((n : ℝ) + 1) * x) / ((n : ℝ) + 1)
```

The ripple is the deviation from the ramp:

r_N(x) = S_N(x) − (π − x)/2.

The ramp is written as one straight line for all real x. It agrees with the periodic sawtooth only for 0 < x < 2π.

```lean
/-- The truncation ripple: the truncated series minus the linear ramp `(π - x) / 2`. -/
def ripple (N : ℕ) (x : ℝ) : ℝ := sawtoothSum N x - (π - x) / 2
```

## A combination with a monotone slope

The slope of r_N will turn out to be sin((N+½)x)/(2 sin(x/2)). Integrating it by parts produces a boundary term in cos((N+½)x) and a remainder that can be bounded by replacing the cosine by ±1. Both go into one function, with a real weight σ:

E_σ(x) = (1 + σ cos((N+½)x))/((2N+1) sin(x/2)) + σ r_N(x).

Lean calls it `envelope`, although it is not the amplitude curve that the word usually means.

```lean
/-- The sum of `(1 + σ cos ((N + 1/2) x)) / ((2N + 1) sin (x / 2))` and `σ` times the ripple. The
formula is meant for `sin (x / 2) ≠ 0`. -/
def envelope (N : ℕ) (σ x : ℝ) : ℝ :=
  (1 + σ * cos (((N : ℝ) + 1 / 2) * x)) / ((2 * (N : ℝ) + 1) * sin (x / 2)) + σ * ripple N x
```

## The slope of the ripple

The product formula gives

2 sin(t/2) cos((n+1)t) = sin((n+3/2)t) − sin((n+½)t).

Summing over n = 0, …, N−1 leaves only the end terms:

2 sin(t/2) Σ_{n=0}^{N−1} cos((n+1)t) = sin((N+½)t) − sin(t/2).

Lean proves this by induction on N, using the addition formulas. The usual Dirichlet kernel also includes the constant term, which enters in the next step.

```lean
/-- The Dirichlet kernel identity: a sum of `N` cosine harmonics, multiplied by
`2 sin (t / 2)`, telescopes. -/
theorem dirichlet_kernel (N : ℕ) (t : ℝ) :
    2 * sin (t / 2) * ∑ n ∈ Finset.range N, cos (((n : ℝ) + 1) * t)
      = sin (((N : ℝ) + 1 / 2) * t) - sin (t / 2) := by
  induction N with
  | zero =>
    have h : (((0 : ℕ) : ℝ) + 1 / 2) * t = t / 2 := by push_cast; ring
    rw [h]
    simp
  | succ N ih =>
    have h1 : (((N + 1 : ℕ) : ℝ) + 1 / 2) * t = ((N : ℝ) + 1) * t + t / 2 := by
      push_cast; ring
    have h2 : ((N : ℝ) + 1 / 2) * t = ((N : ℝ) + 1) * t - t / 2 := by ring
    rw [h2, sin_sub] at ih
    rw [Finset.sum_range_succ, h1, sin_add]
    linear_combination ih
```

Differentiating the series term by term gives the cosine sum, and the ramp contributes +½. Hence, where sin(t/2) ≠ 0,

r_N′(t) = ½ + Σ_{n=0}^{N−1} cos((n+1)t) = sin((N+½)t)/(2 sin(t/2)).

```lean
/-- Where `sin (t / 2)` is nonzero, the slope of the ripple is
`sin ((N + 1/2) t) / (2 sin (t / 2))`. -/
theorem hasDerivAt_ripple (N : ℕ) {t : ℝ} (h : sin (t / 2) ≠ 0) :
    HasDerivAt (ripple N) (sin (((N : ℝ) + 1 / 2) * t) / (2 * sin (t / 2))) t := by
  have hterm : ∀ n ∈ Finset.range N,
      HasDerivAt (fun y : ℝ => sin (((n : ℝ) + 1) * y) / ((n : ℝ) + 1))
        (cos (((n : ℝ) + 1) * t)) t := by
    intro n _
    have hn : (n : ℝ) + 1 ≠ 0 := by positivity
    refine ((((hasDerivAt_id' t).const_mul ((n : ℝ) + 1)).sin).div_const
      ((n : ℝ) + 1)).congr_deriv ?_
    rw [mul_one, mul_div_assoc, div_self hn, mul_one]
  refine ((HasDerivAt.fun_sum hterm).fun_sub
    (((hasDerivAt_id' t).const_sub π).div_const 2)).congr_deriv ?_
  rw [eq_div_iff (mul_ne_zero two_ne_zero h)]
  linear_combination dirichlet_kernel N t
```

In E_σ′, differentiating the cosine gives −σ sin((N+½)t)/(2 sin(t/2)), because (N+½)/(2N+1) = ½. This cancels σ r_N′(t). What remains comes from differentiating 1/sin(t/2):

E_σ′(t) = −(1 + σ cos((N+½)t)) cos(t/2) / (2(2N+1) sin²(t/2)).

Lean replaces the four trigonometric values by plain variables and checks the algebra.

```lean
/-- Where `sin (t / 2)` is nonzero, the slope of `envelope N σ` is
`-(1 + σ cos ((N + 1/2) t)) cos (t / 2) / (2 (2N + 1) sin (t / 2) ^ 2)`. -/
theorem hasDerivAt_envelope (N : ℕ) (σ : ℝ) {t : ℝ} (h : sin (t / 2) ≠ 0) :
    HasDerivAt (envelope N σ)
      (-((1 + σ * cos (((N : ℝ) + 1 / 2) * t)) * cos (t / 2)
        / (2 * (2 * (N : ℝ) + 1) * sin (t / 2) ^ 2))) t := by
  have hN : 2 * (N : ℝ) + 1 ≠ 0 := by positivity
  have h1 := (((hasDerivAt_id' t).const_mul ((N : ℝ) + 1 / 2)).cos.const_mul σ).const_add 1
  have h2 := (((hasDerivAt_id' t).div_const 2).sin).const_mul (2 * (N : ℝ) + 1)
  refine ((h1.fun_div h2 (mul_ne_zero hN h)).fun_add
    ((hasDerivAt_ripple N h).const_mul σ)).congr_deriv ?_
  generalize sin (((N : ℝ) + 1 / 2) * t) = S
  generalize cos (((N : ℝ) + 1 / 2) * t) = C
  generalize cos (t / 2) = c
  generalize sin (t / 2) = s at h ⊢
  field_simp
  ring
```

## The ripple as a cosine term plus a remainder

Take 0 < x ≤ π and |σ| ≤ 1. On [x, π] we have sin(t/2) > 0, cos(t/2) ≥ 0 and 1 + σ cos((N+½)t) ≥ 0, so E_σ does not increase. At π both r_N and cos((N+½)π) vanish, so E_σ(π) = 1/(2N+1). Therefore

E_σ(x) ≥ 1/(2N+1).

The choices σ = 1 and σ = −1 give the lower and upper halves of

|r_N(x) + cos((N+½)x)/((2N+1) sin(x/2))| ≤ (1/sin(x/2) − 1)/(2N+1).

In the proof, `anti` is the monotonicity, `key` the comparison with π, and `p` and `m` the two signs.

```lean
/-- For `0 < x ≤ π` the ripple equals `-cos ((N + 1/2) x) / ((2N + 1) sin (x / 2))` up to an
error of at most `(1 / sin (x / 2) - 1) / (2N + 1)`. -/
theorem ripple_oscillation (N : ℕ) {x : ℝ} (h0 : 0 < x) (hx : x ≤ π) :
    |ripple N x + cos (((N : ℝ) + 1 / 2) * x) / ((2 * (N : ℝ) + 1) * sin (x / 2))|
      ≤ (1 / sin (x / 2) - 1) / (2 * (N : ℝ) + 1) := by
  have hs : ∀ t ∈ Set.Icc x π, 0 < sin (t / 2) := fun t ht =>
    sin_pos_of_pos_of_lt_pi (by linarith [ht.1]) (by linarith [ht.2, pi_pos])
  -- at the midpoint of the ramp both the ripple and the cosine vanish
  have hrip : ripple N π = 0 := by
    have hz : sawtoothSum N π = 0 := by
      refine Finset.sum_eq_zero fun n _ => ?_
      have := sin_nat_mul_pi (n + 1)
      push_cast at this
      rw [this, zero_div]
    rw [ripple, hz]
    ring
  have hcos : cos (((N : ℝ) + 1 / 2) * π) = 0 := by
    have e : ((N : ℝ) + 1 / 2) * π = N * π + π / 2 := by ring
    rw [e, cos_add_pi_div_two, sin_nat_mul_pi, neg_zero]
  -- the envelope decreases from x to π
  have key : ∀ σ : ℝ, |σ| ≤ 1 → 1 / (2 * (N : ℝ) + 1) ≤ envelope N σ x := by
    intro σ hσ
    have anti : AntitoneOn (envelope N σ) (Set.Icc x π) := by
      refine antitoneOn_of_deriv_nonpos (convex_Icc x π)
        (fun t ht => (hasDerivAt_envelope N σ (hs t ht).ne').continuousAt.continuousWithinAt)
        (fun t ht => (hasDerivAt_envelope N σ
          (hs t (interior_subset ht)).ne').differentiableAt.differentiableWithinAt) ?_
      intro t ht
      have ht' := interior_subset ht
      rw [(hasDerivAt_envelope N σ (hs t ht').ne').deriv]
      have hc : 0 ≤ cos (t / 2) :=
        cos_nonneg_of_mem_Icc ⟨by linarith [ht'.1, pi_pos], by linarith [ht'.2]⟩
      have hb : |σ * cos (((N : ℝ) + 1 / 2) * t)| ≤ 1 := by
        rw [abs_mul]
        exact mul_le_one₀ hσ (abs_nonneg _) (abs_cos_le_one _)
      have hb' : 0 ≤ 1 + σ * cos (((N : ℝ) + 1 / 2) * t) := by
        linarith [(abs_le.mp hb).1]
      exact neg_nonpos.mpr (div_nonneg (mul_nonneg hb' hc) (by positivity))
    have hend := anti ⟨le_rfl, hx⟩ ⟨hx, le_rfl⟩ hx
    have hpi : envelope N σ π = 1 / (2 * (N : ℝ) + 1) := by
      rw [envelope, hrip, hcos, sin_pi_div_two]
      ring
    rwa [hpi] at hend
  have p := key 1 (by norm_num)
  have m := key (-1) (by norm_num)
  have e : ∀ σ : ℝ, envelope N σ x = 1 / ((2 * (N : ℝ) + 1) * sin (x / 2))
      + σ * (cos (((N : ℝ) + 1 / 2) * x) / ((2 * (N : ℝ) + 1) * sin (x / 2)))
      + σ * ripple N x := by
    intro σ
    rw [envelope, add_div, mul_div_assoc]
  have e2 : (1 / sin (x / 2) - 1) / (2 * (N : ℝ) + 1)
      = 1 / ((2 * (N : ℝ) + 1) * sin (x / 2)) - 1 / (2 * (N : ℝ) + 1) := by
    rw [sub_div, div_div, mul_comm (sin (x / 2))]
  rw [e] at p m
  rw [e2, abs_le]
  constructor <;> linarith
```

## From half a period to the full one

Since sin((n+1)(2π − x)) = −sin((n+1)x), and the ramp also changes sign under this reflection,

r_N(2π − x) = −r_N(x).

```lean
/-- The ripple is odd under reflection about the midpoint `x = π` of the ramp. -/
theorem ripple_reflect (N : ℕ) (x : ℝ) : ripple N (2 * π - x) = -ripple N x := by
  have h : sawtoothSum N (2 * π - x) = -sawtoothSum N x := by
    unfold sawtoothSum
    rw [← Finset.sum_neg_distrib]
    refine Finset.sum_congr rfl fun n _ => ?_
    have e : ((n : ℝ) + 1) * (2 * π - x)
        = ((n + 1 : ℕ) : ℝ) * (2 * π) - ((n : ℝ) + 1) * x := by push_cast; ring
    rw [e, sin_nat_mul_two_pi_sub, neg_div]
  rw [ripple, ripple, h]
  ring
```

For 0 < x ≤ π, the triangle inequality and |cos| ≤ 1 give

|r_N(x)| ≤ 2/((2N+1) sin(x/2)) − 1/(2N+1) ≤ 2/((2N+1) sin(x/2)).

For π ≤ x < 2π, apply this at 2π − x and use sin(π − x/2) = sin(x/2).

The theorem `sawtooth_error_bound` reads: for every natural number N, including zero, and every real x with 0 < x < 2π, the truncated sum lies within this distance of (π − x)/2. The bound grows without limit towards either jump, and it does not determine the height of the Gibbs overshoot.

```lean
/-- For `0 < x < 2π`, the sawtooth series truncated after `N` harmonics differs from
`(π - x) / 2` by at most `2 / ((2N + 1) sin (x / 2))`. -/
theorem sawtooth_error_bound (N : ℕ) {x : ℝ} (h0 : 0 < x) (hx : x < 2 * π) :
    |sawtoothSum N x - (π - x) / 2| ≤ 2 / ((2 * (N : ℝ) + 1) * sin (x / 2)) := by
  have half : ∀ y : ℝ, 0 < y → y ≤ π →
      |ripple N y| ≤ 2 / ((2 * (N : ℝ) + 1) * sin (y / 2)) := by
    intro y hy hyp
    have hs : 0 < sin (y / 2) :=
      sin_pos_of_pos_of_lt_pi (by linarith) (by linarith [pi_pos])
    have hD : 0 < (2 * (N : ℝ) + 1) * sin (y / 2) := by positivity
    have hpos : 0 < 1 / (2 * (N : ℝ) + 1) := by positivity
    have hq : |cos (((N : ℝ) + 1 / 2) * y) / ((2 * (N : ℝ) + 1) * sin (y / 2))|
        ≤ 1 / ((2 * (N : ℝ) + 1) * sin (y / 2)) := by
      rw [abs_div, abs_of_pos hD]
      exact div_le_div_of_nonneg_right (abs_cos_le_one _) hD.le
    have hr := ripple_oscillation N hy hyp
    rw [sub_div, div_div, mul_comm (sin (y / 2))] at hr
    have e : 2 / ((2 * (N : ℝ) + 1) * sin (y / 2))
        = 2 * (1 / ((2 * (N : ℝ) + 1) * sin (y / 2))) := by ring
    rw [abs_le] at hq hr
    rw [e, abs_le]
    constructor <;> linarith [hq.1, hq.2, hr.1, hr.2]
  change |ripple N x| ≤ _
  rcases le_total x π with h | h
  · exact half x h0 h
  · -- the second half of the period follows by reflection
    have hr := half (2 * π - x) (by linarith) (by linarith)
    have e : (2 * π - x) / 2 = π - x / 2 := by ring
    rwa [ripple_reflect, abs_neg, e, sin_pi_sub] at hr
```

## A fixed distance from the jumps

If δ > 0 and δ ≤ x ≤ 2π − δ, then

sin(x/2) − sin(δ/2) = 2 sin((x−δ)/4) cos((x+δ)/4) ≥ 0.

Replacing sin(x/2) by sin(δ/2) therefore only enlarges the bound, which then holds throughout the interval.

```lean
/-- For `δ > 0` and `δ ≤ x ≤ 2π - δ`, the truncated series differs from `(π - x) / 2` by at most
`2 / ((2N + 1) sin (δ / 2))`, uniformly in position. -/
theorem uniform_error_bound (N : ℕ) {δ x : ℝ} (hδ : 0 < δ) (h1 : δ ≤ x)
    (h2 : x ≤ 2 * π - δ) :
    |sawtoothSum N x - (π - x) / 2| ≤ 2 / ((2 * (N : ℝ) + 1) * sin (δ / 2)) := by
  have hs : 0 < sin (δ / 2) := sin_pos_of_pos_of_lt_pi (by linarith) (by linarith [pi_pos])
  have hle : sin (δ / 2) ≤ sin (x / 2) := by
    have ha : 0 ≤ sin ((x / 2 - δ / 2) / 2) :=
      sin_nonneg_of_nonneg_of_le_pi (by linarith) (by linarith [pi_pos])
    have hb : 0 ≤ cos ((x / 2 + δ / 2) / 2) :=
      cos_nonneg_of_mem_Icc ⟨by linarith [pi_pos], by linarith⟩
    have hd := sin_sub_sin (x / 2) (δ / 2)
    nlinarith [mul_nonneg ha hb]
  refine (sawtooth_error_bound N (by linarith) (by linarith)).trans ?_
  exact div_le_div_of_nonneg_left (by norm_num) (by positivity)
    (mul_le_mul_of_nonneg_left hle (by positivity))
```

At fixed x in (0, 2π), 2N+1 ≥ N+1 gives

|r_N(x)| ≤ (2/sin(x/2)) · 1/(N+1) → 0,

and S_N(x) converges to the ramp by squeezing.

```lean
/-- For `0 < x < 2π` the truncated series converges to `(π - x) / 2` as the number of harmonics
grows. -/
theorem sawtooth_tendsto {x : ℝ} (h0 : 0 < x) (hx : x < 2 * π) :
    Filter.Tendsto (fun N : ℕ => sawtoothSum N x) Filter.atTop (nhds ((π - x) / 2)) := by
  have hs : 0 < sin (x / 2) := sin_pos_of_pos_of_lt_pi (by linarith) (by linarith)
  have hlim := (tendsto_one_div_add_atTop_nhds_zero_nat (𝕜 := ℝ)).const_mul (2 / sin (x / 2))
  rw [mul_zero] at hlim
  rw [tendsto_iff_dist_tendsto_zero]
  refine squeeze_zero (fun _ => dist_nonneg) (fun N => ?_) hlim
  rw [Real.dist_eq]
  refine (sawtooth_error_bound N h0 hx).trans ?_
  rw [div_mul_div_comm, mul_one]
  refine div_le_div_of_nonneg_left (by norm_num) (by positivity) ?_
  nlinarith [mul_nonneg (Nat.cast_nonneg (α := ℝ) N) hs.le]
```

## A limit on how fast the ripples can decay

Adding one harmonic changes the ripple by exactly that harmonic:

r_{N+1}(x) − r_N(x) = sin((N+1)x)/(N+1).

The triangle inequality then gives, for every real x,

|sin((N+1)x)|/(N+1) ≤ |r_N(x)| + |r_{N+1}(x)|.

At x = π/2 and even N the left side is 1/(N+1), so the ripples there cannot decay faster than 1/N.

```lean
/-- The absolute ripples after `N` and `N + 1` harmonics add up to at least
`|sin ((N + 1) x)| / (N + 1)`. -/
theorem consecutive_ripples_lower_bound (N : ℕ) (x : ℝ) :
    |sin (((N : ℝ) + 1) * x)| / ((N : ℝ) + 1) ≤ |ripple N x| + |ripple (N + 1) x| := by
  have hN : 0 < (N : ℝ) + 1 := by positivity
  have e : sin (((N : ℝ) + 1) * x) / ((N : ℝ) + 1) = ripple (N + 1) x - ripple N x := by
    unfold ripple sawtoothSum
    rw [Finset.sum_range_succ]
    ring
  have h : |sin (((N : ℝ) + 1) * x)| / ((N : ℝ) + 1)
      = |ripple (N + 1) x - ripple N x| := by
    rw [← e, abs_div, abs_of_pos hN]
  rw [h, abs_le]
  constructor <;> linarith [le_abs_self (ripple N x), neg_abs_le (ripple N x),
    le_abs_self (ripple (N + 1) x), neg_abs_le (ripple (N + 1) x)]

end

end SawtoothRipples
```

```lean
#print axioms SawtoothRipples.sawtooth_error_bound
-- 'SawtoothRipples.sawtooth_error_bound' depends on axioms: [propext, Classical.choice, Quot.sound]
#print axioms SawtoothRipples.uniform_error_bound
-- 'SawtoothRipples.uniform_error_bound' depends on axioms: [propext, Classical.choice, Quot.sound]
#print axioms SawtoothRipples.sawtooth_tendsto
-- 'SawtoothRipples.sawtooth_tendsto' depends on axioms: [propext, Classical.choice, Quot.sound]
#print axioms SawtoothRipples.consecutive_ripples_lower_bound
-- 'SawtoothRipples.consecutive_ripples_lower_bound' depends on axioms: [propext, Classical.choice, Quot.sound]
```

## Two and three harmonics at x = π/2

The ramp value is π/4 ≈ 0.785. With N = 2,

S_2 = 1 + 0 = 1, r_2 ≈ 0.215,

and the bound is 2/(5 × 0.7071) ≈ 0.566. The cosine term alone predicts a ripple of 0.2. With N = 3, S_3 = 1 − 1/3 and r_3 ≈ −0.119. The two absolute ripples add up to 1/3, which is the lower bound with equality.

## The ramp centred on the origin

Putting x = π − y moves the jumps to y = ±π. The same argument then gives, for −π < y < π,

|Σ_{n=0}^{N−1} (−1)ⁿ sin((n+1)y)/(n+1) − y/2| ≤ 2/((2N+1) cos(y/2)).

This shifted form is a remark, with no Lean theorem of its own.
